# A commuting filter with gap b < a reduces contamination at least by the factor (b/a)ᵏ in k steps

The wanted states of a filtered eigenvalue calculation can be described by a list of eigenvectors or by a projector. Here they form the range of a projector $P$. The filter $F$ is assumed to commute with $P$ and to satisfy two norm bounds, one on that range and one on the range of $1-P$. No eigenvalue appears in the hypotheses, and the space needs a norm but no inner product. The Hermitian filter with an orthogonal projector is then a special case.

## Filtering out unwanted states

Suppose that a few eigenstates of a Hermitian Hamiltonian matrix $H$, written in an orthonormal basis, are wanted, for example the occupied orbitals of a fixed Kohn–Sham matrix. Every eigenvector of $H$ is also an eigenvector of a polynomial filter $F=p(H)$, which multiplies an eigenvector of energy $\varepsilon$ by $p(\varepsilon)$. If $|p|$ is large at the wanted energies and small at the others, repeated application of $F$ turns a trial vector with a nonzero wanted component towards the wanted space.

Let $P$ be the orthogonal projector onto the wanted eigenstates. One may take $a$ to be the smallest $|p(\varepsilon)|$ over the wanted energies and $b$ the largest over the unwanted ones. The condition $b<a$ says that the filter separates the two groups. It doesn't require $b<1$: the unwanted part may grow, provided that the wanted part grows faster.

The quantity to follow is the contamination of a vector $x$ with $Px\neq0$,
$$r(x)=\frac{\|x-Px\|}{\|Px\|}.$$
It doesn't change when $x$ is rescaled, so normalising between filter steps has no effect on it. For an orthogonal projector it is the tangent of the angle between $x$ and the wanted space, and the normalised vector $x/\|x\|$ has weight $r^2/(1+r^2)$ in the unwanted states.

## The hypotheses and the bounds in words

In the Lean file, `E` is a complex normed space, and `F` and `P` are linear maps from `E` to itself, of type `Module.End ℂ E`. The structure `SpectralFilter F P a b` collects the assumptions:

- `idem` says that $P^2=P$, so $P$ is a projector, orthogonal or not.
- `comm` says that $FP=PF$, so the filter doesn't mix wanted and unwanted components.
- `amplify` says that $a\|Py\|\le\|FPy\|$ for all $y$.
- `damp` says that $\|F(y-Py)\|\le b\|y-Py\|$ for all $y$.
- `nonneg` and `gap` say that $0\le b<a$.

The main theorem, `contamination_le`, states that if $Px\neq0$, then for every natural number $k$
$$PF^kx\neq0\qquad\text{and}\qquad r(F^kx)\le\left(\frac ba\right)^k r(x).$$
The first part ensures that the ratio on the left has a nonzero denominator. `contamination_tendsto_zero` adds that $r(F^kx)\to0$ as $k\to\infty$.

A whole trial space $S$ is treated by `filtered_subspace_approximates`, for finite-dimensional `E`. It assumes that $P$ maps $S$ onto the wanted space and that $\|x-Px\|\le t\|Px\|$ for all $x\in S$, with $t\ge0$. Then for each wanted $u$, that is $Pu=u$, the filtered space $F^kS$ contains a vector $y$ with
$$Py=u,\qquad \|y-u\|\le\left(\frac ba\right)^k t\,\|u\|.$$
The number $t$ is an upper bound on the contamination of the nonzero vectors in the trial space. The assumed inequality forces $x=0$ whenever $x\in S$ and $Px=0$, so $S$ has the same dimension as the wanted space. A trial space with additional guard vectors has to be restricted to a suitable subspace before the theorem applies.

For a fixed filter in exact arithmetic, these results give upper bounds on the error after a given number of filter steps. They don't cover rounding errors, a Hamiltonian that is updated between steps, or the construction of a polynomial with given $a$ and $b$.

## A Hermitian formulation

Another model would take `E` to be an inner product space, $F$ a Hermitian operator and $P$ the orthogonal projector onto a subspace $W$. Commutation would then follow from the assumption that $F$ maps $W$ into itself, and the contamination would always be the tangent of an angle. In finite dimension, $a$ and $b$ could be read off from the eigenvalues. The inequality would keep its form, but filters with an oblique spectral projector, which arise for non-Hermitian matrices, would be excluded.

## Growth, decay and their quotient

Write $x_k=F^kx$. Since $F$ commutes with $P$,
$$Px_{k+1}=FPx_k,\qquad x_{k+1}-Px_{k+1}=F(x_k-Px_k).$$
The wanted and unwanted parts therefore evolve separately. The claim for the wanted part is $\|Px_k\|\ge a^k\|Px\|$. It is an equality at $k=0$, and if it holds at $k$, then
$$\|Px_{k+1}\|=\|FPx_k\|\ge a\|Px_k\|\ge a^{k+1}\|Px\|.$$
For the unwanted part the claim is $\|x_k-Px_k\|\le b^k\|x-Px\|$, and the step is
$$\|x_{k+1}-Px_{k+1}\|\le b\|x_k-Px_k\|\le b^{k+1}\|x-Px\|.$$
The last inequalities in these two lines use $a>0$ and $b\ge0$. If $Px\neq0$, then $a^k\|Px\|>0$, so $Px_k\neq0$, and division gives
$$r(x_k)\le\frac{b^k\|x-Px\|}{a^k\|Px\|}=\left(\frac ba\right)^k r(x).$$
Since $0\le b/a<1$, the right-hand side tends to zero.

## From one vector to a trial space

To approximate a given wanted $u$, one needs a wanted $v$ with $F^kv=u$. The filter may annihilate unwanted states, so $F$ itself need not be invertible. Replace it by
$$G=FP+(1-P),$$
which acts as $F$ on the wanted space and as the identity on the complement. Because $P$ commutes with $F$ and $P^2=P$, we have $PG=FP$. If $Gx=0$, then $FPx=0$, so $a\|Px\|\le0$ and $Px=0$. What remains of $Gx=0$ is $x=0$. Thus $G$ is injective, and in finite dimension it is also surjective.

Given a wanted $u$, choose $x$ with $Gx=u$. Then $u=Pu=PGx=F(Px)$, so $u$ is the image of the wanted vector $Px$. Repeating this $k$ times gives $v$.

Now choose $x\in S$ with $Px=v$ and set $y=F^kx$. Commutation gives $Py=F^kv=u$. The growth bound reads $a^k\|Px\|\le\|u\|$, and hence
$$\|y-u\|\le b^k\|x-Px\|\le b^kt\|Px\|\le\left(\frac ba\right)^k t\|u\|.$$

## Two filters that test the bounds

The two-level filter $F=aP+b(1-P)$ multiplies every wanted vector by $a$ and every unwanted one by $b$. Both norm bounds are then equalities for all $k$ and $x$, which is the content of `twoLevel_sharp`. When $Px\neq0$, their quotient is exactly $(b/a)^kr(x)$. A start vector with $r(x)>0$ therefore shows that no smaller factor holds for all filters with the same $a$ and $b$.

A three-level example is $F=\mathrm{diag}(3,2,1)$ with $P=\mathrm{diag}(1,1,0)$, $a=2$ and $b=1$. For the normalised start vector $x=(1,1,1)/\sqrt3$, the contamination after $k$ steps is $1/\sqrt{9^k+4^k}$, while the bound is $2^{-k}/\sqrt2$. At $k=1$ these are about $0.277$ and $0.354$. For $k\ge1$ the bound is not attained, because the first level grows faster than $a$ requires.

## The Lean file

```lean
import Mathlib

open scoped InnerProductSpace
open Filter Topology

namespace FilteredSubspaceConvergence

noncomputable section

variable {E : Type*} [NormedAddCommGroup E] [NormedSpace ℂ E]

/-- A filter `F` commutes with the projector `P` onto the wanted space, amplifies wanted
vectors by at least `a`, and multiplies the norm of unwanted ones by at most `b < a`. -/
structure SpectralFilter (F P : Module.End ℂ E) (a b : ℝ) : Prop where
  idem : ∀ x, P (P x) = P x
  comm : ∀ x, F (P x) = P (F x)
  amplify : ∀ y, a * ‖P y‖ ≤ ‖F (P y)‖
  damp : ∀ y, ‖F (y - P y)‖ ≤ b * ‖y - P y‖
  nonneg : 0 ≤ b
  gap : b < a

/-- The contamination of `x`: the norm of its unwanted part over that of its wanted part. -/
def contamination (P : Module.End ℂ E) (x : E) : ℝ := ‖x - P x‖ / ‖P x‖

variable {F P : Module.End ℂ E} {a b : ℝ}

/-- After `k` filter steps the wanted component is at least `a ^ k` times its initial norm. -/
theorem wanted_growth (h : SpectralFilter F P a b) (k : ℕ) (x : E) :
    a ^ k * ‖P x‖ ≤ ‖P ((F ^ k) x)‖ := by
  have ha : 0 < a := lt_of_le_of_lt h.nonneg h.gap
  induction k with
  | zero => simp
  | succ k ih =>
    rw [pow_succ' F, Module.End.mul_apply, ← h.comm]
    calc a ^ (k + 1) * ‖P x‖ = a * (a ^ k * ‖P x‖) := by ring
      _ ≤ a * ‖P ((F ^ k) x)‖ := mul_le_mul_of_nonneg_left ih ha.le
      _ ≤ _ := h.amplify _

/-- After `k` filter steps the unwanted component is at most `b ^ k` times its initial norm. -/
theorem unwanted_decay (h : SpectralFilter F P a b) (k : ℕ) (x : E) :
    ‖(F ^ k) x - P ((F ^ k) x)‖ ≤ b ^ k * ‖x - P x‖ := by
  induction k with
  | zero => simp
  | succ k ih =>
    rw [pow_succ' F, Module.End.mul_apply, ← h.comm, ← map_sub]
    calc _ ≤ b * ‖(F ^ k) x - P ((F ^ k) x)‖ := h.damp _
      _ ≤ b * (b ^ k * ‖x - P x‖) := mul_le_mul_of_nonneg_left ih h.nonneg
      _ = b ^ (k + 1) * ‖x - P x‖ := by ring

/-- If the start vector has a wanted component, so has every filtered vector, and `k` filter
steps reduce the contamination at least by the factor `(b / a) ^ k`. -/
theorem contamination_le (h : SpectralFilter F P a b) {x : E} (hx : P x ≠ 0) (k : ℕ) :
    P ((F ^ k) x) ≠ 0 ∧
      contamination P ((F ^ k) x) ≤ (b / a) ^ k * contamination P x := by
  have ha : 0 < a := lt_of_le_of_lt h.nonneg h.gap
  have hpos : 0 < a ^ k * ‖P x‖ := mul_pos (pow_pos ha k) (norm_pos_iff.mpr hx)
  have hg := wanted_growth h k x
  refine ⟨norm_pos_iff.mp (lt_of_lt_of_le hpos hg), ?_⟩
  unfold contamination
  -- divide the decay bound by the growth bound
  calc _ ≤ (b ^ k * ‖x - P x‖) / (a ^ k * ‖P x‖) :=
        div_le_div₀ (mul_nonneg (pow_nonneg h.nonneg k) (norm_nonneg _))
          (unwanted_decay h k x) hpos hg
    _ = _ := by rw [mul_div_mul_comm, div_pow]

/-- If the start vector has a wanted component, the contamination of the filtered vectors tends to
zero as the number of steps grows. -/
theorem contamination_tendsto_zero (h : SpectralFilter F P a b) {x : E} (hx : P x ≠ 0) :
    Tendsto (fun k : ℕ => contamination P ((F ^ k) x)) atTop (𝓝 0) := by
  have ha : 0 < a := lt_of_le_of_lt h.nonneg h.gap
  have hr := (tendsto_pow_atTop_nhds_zero_of_lt_one (div_nonneg h.nonneg ha.le)
    ((div_lt_one ha).mpr h.gap)).mul_const (contamination P x)
  rw [zero_mul] at hr
  exact squeeze_zero (fun k => div_nonneg (norm_nonneg _) (norm_nonneg _))
    (fun k => (contamination_le h hx k).2) hr

/-- In finite dimension every wanted vector is the `k`-fold filtered image of a wanted vector. -/
theorem exists_wanted_preimage [FiniteDimensional ℂ E] (h : SpectralFilter F P a b)
    (k : ℕ) : ∀ u, P u = u → ∃ v, P v = v ∧ (F ^ k) v = u := by
  have ha : 0 < a := lt_of_le_of_lt h.nonneg h.gap
  -- `G` acts as `F` on the wanted space and as the identity on the complement
  let G : E →ₗ[ℂ] E := F * P + (1 - P)
  have hG : ∀ x, G x = F (P x) + (x - P x) := fun x => rfl
  have hPG : ∀ x, P (G x) = F (P x) := fun x => by
    rw [hG, map_add, map_sub, h.idem, sub_self, add_zero, ← h.comm, h.idem]
  have hinj : Function.Injective G := by
    rw [injective_iff_map_eq_zero]
    intro x hx
    have h1 : F (P x) = 0 := by rw [← hPG, hx, map_zero]
    have h2 := h.amplify x
    rw [h1, norm_zero] at h2
    have h3 : P x = 0 := by
      apply norm_eq_zero.mp
      nlinarith [norm_nonneg (P x)]
    have h4 := hG x
    rw [hx, h1, h3] at h4
    simpa using h4.symm
  have hsurj : Function.Surjective G := LinearMap.injective_iff_surjective.mp hinj
  induction k with
  | zero => exact fun u hu => ⟨u, hu, by simp⟩
  | succ k ih =>
    intro u hu
    obtain ⟨x, hx⟩ := hsurj u
    obtain ⟨v, hv, hvx⟩ := ih (P x) (h.idem x)
    refine ⟨v, hv, ?_⟩
    rw [pow_succ' F, Module.End.mul_apply, hvx, ← hPG, hx, hu]

/-- In finite dimension, let `P` map the trial space `S` onto the wanted space, with unwanted parts
in `S` at most `t` times the wanted parts. Then the filtered trial space contains, for each wanted
`u`, a vector with wanted part `u` and distance at most `(b / a) ^ k * t * ‖u‖` from `u`. -/
theorem filtered_subspace_approximates [FiniteDimensional ℂ E]
    (h : SpectralFilter F P a b) (S : Submodule ℂ E) {t : ℝ} (ht : 0 ≤ t)
    (hS : ∀ u, P u = u → ∃ x ∈ S, P x = u)
    (hSt : ∀ x ∈ S, ‖x - P x‖ ≤ t * ‖P x‖) (k : ℕ) (u : E) (hu : P u = u) :
    ∃ y ∈ S.map (F ^ k), P y = u ∧ ‖y - u‖ ≤ (b / a) ^ k * t * ‖u‖ := by
  have ha : 0 < a := lt_of_le_of_lt h.nonneg h.gap
  obtain ⟨v, hv, hvu⟩ := exists_wanted_preimage h k u hu
  obtain ⟨x, hxS, hxv⟩ := hS v hv
  have hcomm : ∀ n : ℕ, P ((F ^ n) x) = (F ^ n) (P x) := by
    intro n
    induction n with
    | zero => simp
    | succ n ih =>
      rw [pow_succ' F, Module.End.mul_apply, Module.End.mul_apply, ← h.comm, ih]
  have hPy : P ((F ^ k) x) = u := by rw [hcomm, hxv, hvu]
  refine ⟨(F ^ k) x, Submodule.mem_map_of_mem hxS, hPy, ?_⟩
  have hd := unwanted_decay h k x
  have hg := wanted_growth h k x
  rw [hPy] at hd hg
  have hg' : ‖P x‖ ≤ ‖u‖ / a ^ k := by
    rw [le_div_iff₀ (pow_pos ha k)]
    linarith
  calc ‖(F ^ k) x - u‖ ≤ b ^ k * ‖x - P x‖ := hd
    _ ≤ b ^ k * (t * (‖u‖ / a ^ k)) :=
        mul_le_mul_of_nonneg_left
          ((hSt x hxS).trans (mul_le_mul_of_nonneg_left hg' ht)) (pow_nonneg h.nonneg k)
    _ = (b / a) ^ k * t * ‖u‖ := by rw [div_pow]; ring

/-- The two-level filter `a P + b (1 - P)`. If `P` is a projector, it has the factor `a` on the
wanted space and `b` on the complement. -/
def twoLevel (P : Module.End ℂ E) (a b : ℝ) : Module.End ℂ E :=
  (a : ℂ) • P + (b : ℂ) • (1 - P)

/-- For the two-level filter the growth and decay bounds are equalities at every step. -/
theorem twoLevel_sharp (hP : ∀ x, P (P x) = P x) (hb : 0 ≤ b) (hab : b < a)
    (k : ℕ) (x : E) :
    ‖P ((twoLevel P a b ^ k) x)‖ = a ^ k * ‖P x‖ ∧
      ‖(twoLevel P a b ^ k) x - P ((twoLevel P a b ^ k) x)‖ = b ^ k * ‖x - P x‖ := by
  have hF : ∀ z, twoLevel P a b z = (a : ℂ) • P z + (b : ℂ) • (z - P z) := fun z => rfl
  have h1 : ∀ z, P (twoLevel P a b z) = (a : ℂ) • P z := fun z => by
    rw [hF, map_add, map_smul, map_smul, map_sub, hP, sub_self, smul_zero, add_zero]
  have hn : ∀ (c : ℝ) (z : E), 0 ≤ c → ‖(c : ℂ) • z‖ = c * ‖z‖ := fun c z hc => by
    rw [norm_smul, Complex.norm_real, Real.norm_of_nonneg hc]
  induction k with
  | zero => simp
  | succ k ih =>
    rw [pow_succ' (twoLevel P a b), Module.End.mul_apply, h1, hF, add_sub_cancel_left,
      hn a _ (hb.trans hab.le), hn b _ hb, ih.1, ih.2]
    constructor <;> ring

/-- The operator on three-level state vectors that is diagonal with real entries `d`. -/
def diagOp (d : Fin 3 → ℝ) : Module.End ℂ (EuclideanSpace ℂ (Fin 3)) where
  toFun x := WithLp.toLp 2 (fun i => (d i : ℂ) * x i)
  map_add' x y := by ext i; simp [mul_add]
  map_smul' c x := by ext i; simp; ring

theorem diagOp_apply (d : Fin 3 → ℝ) (x : EuclideanSpace ℂ (Fin 3)) (i : Fin 3) :
    diagOp d x i = (d i : ℂ) * x i := rfl

/-- The operators `diag(3, 2, 1)` and `diag(1, 1, 0)` are Hermitian and form a spectral
filter with `a = 2` and `b = 1`. -/
theorem spectralFilter_witness :
    (diagOp ![3, 2, 1]).IsSymmetric ∧ (diagOp ![1, 1, 0]).IsSymmetric ∧
      SpectralFilter (diagOp ![3, 2, 1]) (diagOp ![1, 1, 0]) 2 1 := by
  have hsym : ∀ d : Fin 3 → ℝ, (diagOp d).IsSymmetric := by
    intro d x y
    simp only [PiLp.inner_apply, diagOp_apply, RCLike.inner_apply, map_mul,
      Complex.conj_ofReal]
    exact Finset.sum_congr rfl fun i _ => by ring
  refine ⟨hsym _, hsym _, ?_, ?_, ?_, ?_, by norm_num, by norm_num⟩
  · intro x
    ext i
    fin_cases i <;> simp [diagOp_apply]
  · intro x
    ext i
    fin_cases i <;> simp [diagOp_apply]
  · intro y
    apply (sq_le_sq₀ (by positivity) (by positivity)).mp
    simp only [mul_pow, EuclideanSpace.norm_sq_eq, Fin.sum_univ_three, diagOp_apply]
    simp [mul_pow]
    nlinarith [sq_nonneg ‖y 0‖, sq_nonneg ‖y 1‖]
  · intro y
    apply (sq_le_sq₀ (by positivity) (by positivity)).mp
    simp only [mul_pow, EuclideanSpace.norm_sq_eq, Fin.sum_univ_three, diagOp_apply,
      PiLp.sub_apply]
    simp

end

end FilteredSubspaceConvergence
```

```lean
#print axioms FilteredSubspaceConvergence.contamination_le
-- 'FilteredSubspaceConvergence.contamination_le' depends on axioms: [propext, Classical.choice, Quot.sound]
#print axioms FilteredSubspaceConvergence.contamination_tendsto_zero
-- 'FilteredSubspaceConvergence.contamination_tendsto_zero' depends on axioms: [propext, Classical.choice, Quot.sound]
#print axioms FilteredSubspaceConvergence.filtered_subspace_approximates
-- 'FilteredSubspaceConvergence.filtered_subspace_approximates' depends on axioms: [propext, Classical.choice, Quot.sound]
#print axioms FilteredSubspaceConvergence.twoLevel_sharp
-- 'FilteredSubspaceConvergence.twoLevel_sharp' depends on axioms: [propext, Classical.choice, Quot.sound]
```

## How the proofs follow the derivation

`wanted_growth` and `unwanted_decay` are the two inductions. In each, `pow_succ'` splits off the last application of $F$, and `h.comm` moves $P$ past it. The `calc` blocks then combine `h.amplify` or `h.damp` with the induction hypothesis, as in the displayed chains.

`contamination_le` first shows that $a^k\|Px\|$ is positive, which makes the filtered wanted part nonzero. The lemma `div_le_div₀` then divides the upper bound on the numerator by the lower bound on the denominator. For the limit, `squeeze_zero` places the contamination between zero and a geometric sequence that tends to zero.

`exists_wanted_preimage` defines `G` and proves the identity $PG=FP$ as `hPG`. The step from $a\|Px\|\le0$ to $Px=0$ is done by `nlinarith`, using the positivity of $a$. Finite dimension enters through `LinearMap.injective_iff_surjective`, and an induction on `k` then builds the preimage one filter step at a time.

In `filtered_subspace_approximates`, the local statement `hcomm` extends commutation from $F$ to $F^n$. It yields $PF^kx=u$, after which the growth bound is rearranged into $\|Px\|\le\|u\|/a^k$ as `hg'`. The final `calc` is the last chain of the subspace derivation.

`twoLevel_sharp` is again an induction, now with equalities: `h1` computes the wanted part after one step, and `hn` takes the nonnegative factors out of the norms.

For the diagonal example, `spectralFilter_witness` proves that both matrices are Hermitian, expressed by `IsSymmetric`, and checks the projector and commutation conditions entry by entry. The norm bounds are compared after squaring. Amplification becomes
$$4(|y_0|^2+|y_1|^2)\le 9|y_0|^2+4|y_1|^2,$$
with components numbered from zero as in `Fin 3`, and damping becomes $|y_2|^2\le|y_2|^2$.
